# Every real-linear map of the quaternions is uniquely a x + b x i + c x j + d x k, and left and right multiplications by i and j generate all real 4 × 4 matrices

## Quaternions, units and coordinates

The quaternions ℍ form a four-dimensional real vector space with basis 1, i, j, k and the associative product fixed by

i² = j² = k² = −1, ij = k = −ji, jk = i = −kj, ki = j = −ik.

A quaternion is written x = x₀ + x₁i + x₂j + x₃k with real coordinates, and its conjugate is x̄ = x₀ − x₁i − x₂j − x₃k. In Lean the space is `ℍ[ℝ]`, the coordinates are `x.re`, `x.imI`, `x.imJ` and `x.imK`, and conjugation is `star`. A map F is real-linear if it respects sums and real factors; it need not respect quaternion factors on either side. Its Lean type is `ℍ[ℝ] →ₗ[ℝ] ℍ[ℝ]`.

```lean
import Mathlib

open Quaternion

namespace QuaternionSandwich

noncomputable section
```

The three imaginary units are given by their coordinates.

```lean
/-- The quaternion unit i. -/
def qi : ℍ[ℝ] := ⟨0, 1, 0, 0⟩

/-- The quaternion unit j. -/
def qj : ℍ[ℝ] := ⟨0, 0, 1, 0⟩

/-- The quaternion unit k. -/
def qk : ℍ[ℝ] := ⟨0, 0, 0, 1⟩
```

Recording these coordinates for the simplifier lets it work out products of units component by component.

```lean
/-- The coordinates of the units i, j, k. -/
@[simp] theorem units_coords :
    (qi.re = 0 ∧ qi.imI = 1 ∧ qi.imJ = 0 ∧ qi.imK = 0) ∧
    (qj.re = 0 ∧ qj.imI = 0 ∧ qj.imJ = 1 ∧ qj.imK = 0) ∧
    (qk.re = 0 ∧ qk.imI = 0 ∧ qk.imJ = 0 ∧ qk.imK = 1) :=
  ⟨⟨rfl, rfl, rfl, rfl⟩, ⟨rfl, rfl, rfl, rfl⟩, ⟨rfl, rfl, rfl, rfl⟩⟩
```

For an imaginary unit, conjugation is a change of sign: ī = −i, j̄ = −j, k̄ = −k.

```lean
/-- Conjugation reverses the sign of i, j and k. -/
theorem star_units : star qi = -qi ∧ star qj = -qj ∧ star qk = -qk := by
  refine ⟨?_, ?_, ?_⟩ <;> apply Quaternion.ext <;> simp
```

## A sum over the units that isolates the real part

For a quaternion v, let S(v) be the sum of e v ē over e = 1, i, j, k. Since ē = −e for the last three,

S(v) = v − i v i − j v j − k v k.

```lean
/-- The sum of e v ē over the four units e = 1, i, j, k. -/
def unitSum (v : ℍ[ℝ]) : ℍ[ℝ] := v - qi * v * qi - qj * v * qj - qk * v * qk
```

If v = 1, each of the four terms equals 1 and S(1) = 4. If v = i, then i i i = −i, while j i j = i and k i k = i, so

S(i) = i + i − i − i = 0.

The same count gives S(j) = S(k) = 0. By linearity,

S(v) = 4 v₀.

```lean
/-- Summing e v ē over the four units leaves four times the real part of v. -/
theorem unitSum_eq (v : ℍ[ℝ]) : unitSum v = (4 * v.re) • (1 : ℍ[ℝ]) := by
  unfold unitSum
  apply Quaternion.ext <;> simp
  ring
```

The right-hand side in Lean is the real number 4v₀ times the quaternion 1. The proof compares the four coordinates.

## The coefficients as averages

For a unit u, define the component of F along u by

C(u) = (1/4) [F(1) ū + F(i) ū ī + F(j) ū j̄ + F(k) ū k̄].

This is an explicit formula in the four values of F. The order of the factors matters.

```lean
/-- The component of a real-linear map `F` along the unit `u`: the average of
`F(e) ū ē` over the four units e = 1, i, j, k. -/
def component (F : ℍ[ℝ] →ₗ[ℝ] ℍ[ℝ]) (u : ℍ[ℝ]) : ℍ[ℝ] :=
  (1 / 4 : ℝ) • (F 1 * star u + F qi * star u * star qi
    + F qj * star u * star qj + F qk * star u * star qk)
```

## Two quaternionic structures

A quaternionic structure here is a pair of real-linear operators I, J with

I² = −1, J² = −1, IJ = −JI.

In quantum mechanics such a pair arises from multiplication by the imaginary unit and a time reversal T with T² = −1: T is antilinear, so the two anticommute. The definition keeps only this algebra; it does not ask the operators to preserve a norm.

```lean
/-- A quaternionic structure on the real space ℍ: two anticommuting real-linear operators, each with
square -1. -/
def IsQuaternionicStructure (I J : Module.End ℝ ℍ[ℝ]) : Prop :=
  I * I = -1 ∧ J * J = -1 ∧ I * J = -(J * I)
```

`Module.End ℝ ℍ[ℝ]` is the algebra of real-linear operators on ℍ, with composition as its product. Write L_a for the map x ↦ a x and R_a for x ↦ x a. The generators are L_i, L_j, R_i and R_j.

```lean
/-- Left and right multiplication by i and by j. -/
def generators : Set (Module.End ℝ ℍ[ℝ]) :=
  {LinearMap.mulLeft ℝ qi, LinearMap.mulLeft ℝ qj,
    LinearMap.mulRight ℝ qi, LinearMap.mulRight ℝ qj}
```

## Existence of the expansion

By linearity, F is fixed by its values on the basis:

F(x) = x₀F(1) + x₁F(i) + x₂F(j) + x₃F(k).

```lean
/-- For a real-linear map F of the quaternions, F(x) is the sum of F(1), F(i), F(j) and F(k), each
multiplied by the matching real coordinate of x. -/
theorem apply_eq_sum_units (F : ℍ[ℝ] →ₗ[ℝ] ℍ[ℝ]) (x : ℍ[ℝ]) :
    F x = x.re • F 1 + x.imI • F qi + x.imJ • F qj + x.imK • F qk := by
  have hx : x = x.re • (1 : ℍ[ℝ]) + x.imI • qi + x.imJ • qj + x.imK • qk := by
    apply Quaternion.ext <;> simp
  calc F x = F (x.re • (1 : ℍ[ℝ]) + x.imI • qi + x.imJ • qj + x.imK • qk) := congrArg F hx
    _ = _ := by simp only [map_add, map_smul]
```

Put p = F(1), q = F(i), r = F(j), s = F(k). The real parts of ix, jx and kx are −x₁, −x₂ and −x₃, so the sum S supplies every coordinate:

F(x) = (1/4) [p S(x) − q S(ix) − r S(jx) − s S(kx)].

Now insert the definition of S and collect terms by the unit standing at the far right. The terms with none are

(1/4)(p − q i − r j − s k) x = C(1) x.

Those ending in i are

(1/4)(−p i + q i i + r i j + s i k) x i = C(i) x i.

The terms ending in j and k work in the same way, with the result

F(x) = C(1) x + C(i) x i + C(j) x j + C(k) x k.

```lean
/-- Every real-linear map of the quaternions is the sum of its components, each
multiplying from the left, with the matching unit multiplying from the right. -/
theorem expansion (F : ℍ[ℝ] →ₗ[ℝ] ℍ[ℝ]) (x : ℍ[ℝ]) :
    F x = component F 1 * x + component F qi * x * qi
      + component F qj * x * qj + component F qk * x * qk := by
  rw [apply_eq_sum_units F x]
  unfold component
  -- only the four values of F matter from here on
  generalize F 1 = p
  generalize F qi = q
  generalize F qj = r
  generalize F qk = s
  obtain ⟨si, sj, sk⟩ := star_units
  have hi : (qi * x).re = -x.imI := by simp
  have hj : (qj * x).re = -x.imJ := by simp
  have hk : (qk * x).re = -x.imK := by simp
  -- collect the terms into sums over the units, which pick out the coordinates of x
  have key : x.re • p + x.imI • q + x.imJ • r + x.imK • s = (1 / 4 : ℝ) •
      (p * unitSum x - q * unitSum (qi * x) - r * unitSum (qj * x)
        - s * unitSum (qk * x)) := by
    simp only [unitSum_eq, hi, hj, hk, mul_smul_comm, mul_one]
    module
  rw [key]
  simp only [unitSum, si, sj, sk, star_one, mul_one, smul_mul_assoc, add_mul,
    mul_sub, mul_neg, neg_mul, mul_assoc]
  module
```

The `generalize` lines replace the values of F by p, q, r, s. The statement `key` is the formula with S, and the last `simp only` and `module` carry out the collection of terms.

## Uniqueness of the coefficients

Suppose that F(x) = a x + b x i + c x j + d x k for all x. Substituting this into the definition of C(u) gives, for the coefficient b,

(1/4) b Σ e (i ū) ē = (1/4) b S(iū) = Re(iū) b,

where e runs over 1, i, j, k. Treating the other coefficients alike,

C(u) = Re(ū) a + Re(iū) b + Re(jū) c + Re(kū) d.

For u = 1 only the first real part is nonzero, and it equals 1, so C(1) = a. For u = i only Re(i ī) = 1 survives, so C(i) = b. Likewise C(j) = c and C(k) = d.

```lean
/-- If F(x) = a x + b x i + c x j + d x k for all x, then a, b, c, d are the components
of F along 1, i, j, k. -/
theorem coefficients_eq_component (F : ℍ[ℝ] →ₗ[ℝ] ℍ[ℝ]) (a b c d : ℍ[ℝ])
    (h : ∀ x, F x = a * x + b * x * qi + c * x * qj + d * x * qk) :
    a = component F 1 ∧ b = component F qi ∧ c = component F qj ∧ d = component F qk := by
  obtain ⟨si, sj, sk⟩ := star_units
  -- the component along u weighs each coefficient by a real part
  have key : ∀ u : ℍ[ℝ], component F u = (star u).re • a + (qi * star u).re • b
      + (qj * star u).re • c + (qk * star u).re • d := by
    intro u
    have h1 : component F u = (1 / 4 : ℝ) • (a * unitSum (star u)
        + b * unitSum (qi * star u) + c * unitSum (qj * star u)
        + d * unitSum (qk * star u)) := by
      simp only [component, h, unitSum, si, sj, sk, mul_one, add_mul,
        mul_sub, mul_neg, mul_assoc]
      module
    rw [h1]
    simp only [unitSum_eq, mul_smul_comm, mul_one]
    module
  refine ⟨?_, ?_, ?_, ?_⟩ <;> rw [key] <;> simp
```

Here `key` is the formula for C(u), and the last line evaluates it at the four units.

Existence and uniqueness combine into one statement about a quadruple (a₀, a₁, a₂, a₃):

F(x) = a₀x + a₁x i + a₂x j + a₃x k for all x.

```lean
/-- Every real-linear map F of the quaternions to themselves can be written in exactly one
way as F(x) = a₀ x + a₁ x i + a₂ x j + a₃ x k with quaternions a₀, a₁, a₂, a₃. -/
theorem existsUnique_expansion (F : ℍ[ℝ] →ₗ[ℝ] ℍ[ℝ]) :
    ∃! a : Fin 4 → ℍ[ℝ], ∀ x,
      F x = a 0 * x + a 1 * x * qi + a 2 * x * qj + a 3 * x * qk := by
  refine ⟨![component F 1, component F qi, component F qj, component F qk], ?_, ?_⟩
  · intro x
    exact expansion F x
  · intro a ha
    obtain ⟨h0, h1, h2, h3⟩ := coefficients_eq_component F (a 0) (a 1) (a 2) (a 3) ha
    funext m
    fin_cases m
    exacts [h0, h1, h2, h3]
```

The quadruple is a function `a : Fin 4 → ℍ[ℝ]`, and `∃!` says that exactly one such function satisfies the equation for every x. The count of parameters agrees: four quaternions hold 16 real numbers, as does a real 4 × 4 matrix.

## Conjugation worked by hand

Take F(x) = x̄, which is real-linear and reverses the order of products. Its values on the basis are 1, −i, −j, −k, so

C(1) = (1/4)(1 + i² + j² + k²) = (1/4)(1 − 3) = −1/2.

Along i, where ū = −i,

C(i) = (1/4)(−i − i i i − j i j − k i k) = (1/4)(−i + i − i − i) = −i/2.

By the same computation C(j) = −j/2 and C(k) = −k/2. Therefore

x̄ = −(1/2)(x + i x i + j x j + k x k).

For x = 1 + 2i the three sandwiches are i x i = −1 − 2i, j x j = −1 + 2i and k x k = −1 + 2i. The bracket is −2 + 4i, and the formula returns 1 − 2i, as it should.

## Left and right multiplications commute

The left pair satisfies L_i² = L_j² = −1 and L_iL_j = L_k = −L_jL_i. For the right pair the order of factors is reversed: R_iR_j sends x to x j i = −x k, and R_jR_i sends x to x i j = x k. The two operators still anticommute, and each squares to −1. Associativity gives

a (x b) = (a x) b,

so each L_a commutes with each R_b.

```lean
/-- Left multiplications by i, j and right multiplications by i, j are two quaternionic
structures, and every left multiplication commutes with every right multiplication. -/
theorem commuting_structures :
    IsQuaternionicStructure (LinearMap.mulLeft ℝ qi) (LinearMap.mulLeft ℝ qj) ∧
    IsQuaternionicStructure (LinearMap.mulRight ℝ qi) (LinearMap.mulRight ℝ qj) ∧
    ∀ p q : ℍ[ℝ], Commute (LinearMap.mulLeft ℝ p) (LinearMap.mulRight ℝ q) := by
  refine ⟨⟨?_, ?_, ?_⟩, ⟨?_, ?_, ?_⟩, fun p q => ?_⟩
  -- associativity is what makes left and right multiplications commute
  on_goal 7 => exact LinearMap.ext fun x => (mul_assoc p x q).symm
  all_goals
    apply LinearMap.ext
    intro x
    simp only [Module.End.mul_apply, LinearMap.neg_apply, Module.End.one_apply,
      LinearMap.mulLeft_apply, LinearMap.mulRight_apply]
    apply Quaternion.ext <;> simp
```

The last clause covers all left and right multiplications, of which the generators are a special case. It is proved by `mul_assoc`; the six quaternion relations are checked in coordinates.

For a single spin-1/2 without orbital motion, the space ℍ can be read as the two-component spinors regarded as a real space of dimension four. Let R_i be multiplication by the imaginary unit and R_j be time reversal. Left multiplications by quaternions of norm one are then the spin rotations, which commute with both. In this reading a₀x + a₁x i is the complex-linear part of F and a₂x j + a₃x k the antilinear part.

## The generated algebra is everything

The generated algebra contains all real combinations of products of the generators, together with the identity. It contains every left multiplication, because k = ij gives

L_a = a₀ 1 + a₁L_i + a₂L_j + a₃L_iL_j,

where a₀, …, a₃ are now the real coordinates of the one quaternion a. It also contains R_jR_i, which is right multiplication by k. Read as an identity between operators, the expansion of F becomes

F = L_C(1) + R_i L_C(i) + R_j L_C(j) + R_jR_i L_C(k).

Every term on the right lies in the generated algebra, and hence so does F.

```lean
/-- Left and right multiplications by i and by j generate the algebra of all real-linear operators
on the quaternions. -/
theorem adjoin_generators : Algebra.adjoin ℝ generators = ⊤ := by
  rw [eq_top_iff]
  intro F _
  have hLi : LinearMap.mulLeft ℝ qi ∈ Algebra.adjoin ℝ generators :=
    Algebra.subset_adjoin (by simp [generators])
  have hLj : LinearMap.mulLeft ℝ qj ∈ Algebra.adjoin ℝ generators :=
    Algebra.subset_adjoin (by simp [generators])
  have hRi : LinearMap.mulRight ℝ qi ∈ Algebra.adjoin ℝ generators :=
    Algebra.subset_adjoin (by simp [generators])
  have hRj : LinearMap.mulRight ℝ qj ∈ Algebra.adjoin ℝ generators :=
    Algebra.subset_adjoin (by simp [generators])
  -- every left multiplication is a real combination of 1, L_i, L_j and L_i L_j
  have hL : ∀ a : ℍ[ℝ], LinearMap.mulLeft ℝ a ∈ Algebra.adjoin ℝ generators := by
    intro a
    have ha : LinearMap.mulLeft ℝ a = a.re • (1 : Module.End ℝ ℍ[ℝ])
        + a.imI • LinearMap.mulLeft ℝ qi + a.imJ • LinearMap.mulLeft ℝ qj
        + a.imK • (LinearMap.mulLeft ℝ qi * LinearMap.mulLeft ℝ qj) := by
      apply LinearMap.ext
      intro x
      simp only [LinearMap.add_apply, LinearMap.smul_apply, Module.End.mul_apply,
        Module.End.one_apply, LinearMap.mulLeft_apply]
      apply Quaternion.ext <;> simp <;> ring
    rw [ha]
    exact add_mem (add_mem (add_mem (Subalgebra.smul_mem _ (one_mem _) _)
      (Subalgebra.smul_mem _ hLi _)) (Subalgebra.smul_mem _ hLj _))
      (Subalgebra.smul_mem _ (mul_mem hLi hLj) _)
  -- the expansion of F, read as an identity between operators
  have hk : qk = qi * qj := by
    apply Quaternion.ext <;> simp
  have hF : F = LinearMap.mulLeft ℝ (component F 1)
      + LinearMap.mulRight ℝ qi * LinearMap.mulLeft ℝ (component F qi)
      + LinearMap.mulRight ℝ qj * LinearMap.mulLeft ℝ (component F qj)
      + LinearMap.mulRight ℝ qj * LinearMap.mulRight ℝ qi
        * LinearMap.mulLeft ℝ (component F qk) := by
    apply LinearMap.ext
    intro x
    simp only [LinearMap.add_apply, Module.End.mul_apply, LinearMap.mulLeft_apply,
      LinearMap.mulRight_apply]
    rw [mul_assoc (component F qk * x) qi qj, ← hk]
    exact expansion F x
  rw [hF]
  exact add_mem (add_mem (add_mem (hL _) (mul_mem hRi (hL _))) (mul_mem hRj (hL _)))
    (mul_mem (mul_mem hRj hRi) (hL _))
```

`Algebra.adjoin ℝ generators` is the generated algebra, and `⊤` is the algebra of all real-linear operators. In the proof, `hL` places the left multiplications in the generated algebra, `hF` is the operator identity, and the final line uses closure under sums and products.

## Passing to matrices

Choose any real basis b of ℍ, orthonormal or not. Sending an operator to its matrix [F] in that basis is a one-to-one correspondence with the real 4 × 4 matrices, and it respects sums, real factors and products:

[FG] = [F][G].

Given a matrix M, take the operator with that matrix. It is a polynomial in L_i, L_j, R_i and R_j, so M is the same polynomial in their matrices.

```lean
/-- In any real basis of the quaternions, the matrices of left and right multiplication by
i and j generate the algebra of all real 4 by 4 matrices. -/
theorem adjoin_matrices (b : Module.Basis (Fin 4) ℝ ℍ[ℝ]) :
    Algebra.adjoin ℝ (LinearMap.toMatrixAlgEquiv b '' generators) = ⊤ := by
  rw [eq_top_iff]
  intro M _
  have h : (LinearMap.toMatrixAlgEquiv b).symm M ∈ Algebra.adjoin ℝ generators := by
    rw [adjoin_generators]
    exact Algebra.mem_top
  have h2 : M ∈ (Algebra.adjoin ℝ generators).map
      (LinearMap.toMatrixAlgEquiv b).toAlgHom :=
    ⟨_, h, (LinearMap.toMatrixAlgEquiv b).apply_symm_apply M⟩
  rw [AlgHom.map_adjoin] at h2
  exact h2


end

end QuaternionSandwich
```

`LinearMap.toMatrixAlgEquiv b` is the correspondence, and `''` takes the image of the set of generators. The proof pulls M back to an operator, applies `adjoin_generators`, and uses `AlgHom.map_adjoin` to identify the image of the generated algebra with the algebra generated by the image.

```lean
#print axioms QuaternionSandwich.units_coords
#print axioms QuaternionSandwich.existsUnique_expansion
#print axioms QuaternionSandwich.commuting_structures
#print axioms QuaternionSandwich.adjoin_matrices
```

```
'QuaternionSandwich.units_coords' depends on axioms: [propext, Classical.choice, Quot.sound]
'QuaternionSandwich.existsUnique_expansion' depends on axioms: [propext, Classical.choice, Quot.sound]
'QuaternionSandwich.commuting_structures' depends on axioms: [propext, Classical.choice, Quot.sound]
'QuaternionSandwich.adjoin_matrices' depends on axioms: [propext, Classical.choice, Quot.sound]
```
